# For K > 1, the uniform antiferromagnetic mean-field iteration has no limit from any nonzero start

Let K > 1. The update m ↦ tanh(−Km) has 0 as its only fixed point, yet no nonzero start leads there. The signs alternate, and the absolute values tend to the unique x > 0 with

x = tanh(Kx).

Linear mixing with a small enough positive weight on the new value makes the iteration converge to 0.

Here m is the mean-field magnetisation per spin, taken to be the same on every site, of an Ising model with spins ±1 and no applied field. Each pair of neighbouring spins s, s′ has energy Jss′ with J > 0, and the reduced coupling K is J times the number of neighbours of a site, divided by k_BT. The condition K > 1 says that the coupling outweighs thermal disorder: tanh(Km) has slope above 1 at m = 0. Fluctuations beyond mean field are absent, and all arithmetic is over the real numbers.

```lean
import Mathlib

open Filter Topology

namespace AntiferromagneticMeanField

noncomputable section
```

The bare update is `afStep K`.

```lean
/-- The antiferromagnetic mean-field update `m ↦ tanh (-K m)` at reduced coupling `K`. -/
def afStep (K m : ℝ) : ℝ := Real.tanh (-(K * m))
```

The mixed update keeps a fraction 1 − a of the old value:

F(m) = (1 − a)m + a tanh(−Km).

```lean
/-- The update with linear mixing: a fraction `a` of the new magnetisation is
blended with a fraction `1 - a` of the old one. -/
def mixedStep (a K m : ℝ) : ℝ := (1 - a) * m + a * afStep K m
```

## (a) The slope of the response

Show that tanh has derivative 1 − tanh².

Apply the quotient rule to sinh/cosh:

(cosh² x − sinh² x)/cosh² x = 1 − tanh² x.

`HasDerivAt` states both that the derivative exists and what it is.

```lean
/-- The slope of the mean-field response `tanh` is `1 - tanh²`. -/
theorem hasDerivAt_tanh (x : ℝ) : HasDerivAt Real.tanh (1 - Real.tanh x ^ 2) x := by
  have hc := (Real.cosh_pos x).ne'
  have e : Real.tanh = fun y => Real.sinh y / Real.cosh y :=
    funext Real.tanh_eq_sinh_div_cosh
  have h := (Real.hasDerivAt_sinh x).fun_div (Real.hasDerivAt_cosh x) hc
  rw [← e] at h
  refine h.congr_deriv ?_
  rw [Real.tanh_eq_sinh_div_cosh, div_pow, eq_sub_iff_add_eq, ← add_div,
    div_eq_one_iff_eq (pow_ne_zero 2 hc)]
  ring
```

## (b) A stronger field gives a larger magnetisation

Show that tanh is strictly increasing.

Since sinh² x = cosh² x − 1 < cosh² x, we have tanh² x < 1. The derivative from (a) is therefore positive everywhere.

```lean
/-- The magnetisation grows strictly with the field. -/
theorem tanh_strictMono : StrictMono Real.tanh := by
  refine strictMono_of_deriv_pos fun x => ?_
  have h : Real.tanh x ^ 2 < 1 := by
    rw [Real.tanh_eq_sinh_div_cosh, div_pow, div_lt_one (pow_pos (Real.cosh_pos x) 2)]
    linarith [Real.cosh_sq x]
  rw [(hasDerivAt_tanh x).deriv]
  linarith
```

## (c) The sign of the response

Show that tanh x > 0 for x > 0.

By (b), tanh x > tanh 0 = 0.

```lean
/-- A positive field produces a positive magnetisation. -/
theorem tanh_pos {x : ℝ} (hx : 0 < x) : 0 < Real.tanh x := by
  have h := tanh_strictMono hx
  rwa [Real.tanh_zero] at h
```

## (d) Saturation as a scaling inequality

For 0 < c < 1 and x > 0, show that c tanh x < tanh(cx).

Put g(y) = tanh(cy) − c tanh y. Then g(0) = 0 and

g′(y) = c(tanh² y − tanh²(cy)).

For y > 0 we have 0 < cy < y, so g′(y) > 0 by (b) and (c). Hence g(x) > 0. In the code, `hd` is the derivative and `hm` the monotonicity of g on [0, ∞).

```lean
/-- Saturation: multiplying a positive field by `c`, with `0 < c < 1`, leaves more than the fraction
`c` of the magnetisation. -/
theorem tanh_scale {c x : ℝ} (hc : 0 < c) (hc1 : c < 1) (hx : 0 < x) :
    c * Real.tanh x < Real.tanh (c * x) := by
  have hd : ∀ y, HasDerivAt (fun y => Real.tanh (c * y) - c * Real.tanh y)
      ((1 - Real.tanh (c * y) ^ 2) * c - c * (1 - Real.tanh y ^ 2)) y := fun y => by
    have h1 : HasDerivAt (fun y : ℝ => c * y) c y :=
      ((hasDerivAt_id' y).const_mul c).congr_deriv (mul_one c)
    exact ((hasDerivAt_tanh (c * y)).comp y h1).fun_sub ((hasDerivAt_tanh y).const_mul c)
  -- the difference vanishes at zero field and increases from there
  have hm : StrictMonoOn (fun y => Real.tanh (c * y) - c * Real.tanh y) (Set.Ici 0) := by
    refine strictMonoOn_of_deriv_pos (convex_Ici 0)
      (fun y _ => (hd y).continuousAt.continuousWithinAt) fun y hy => ?_
    rw [interior_Ici] at hy
    have hy0 : 0 < y := hy
    have h1 : Real.tanh (c * y) < Real.tanh y := tanh_strictMono (by nlinarith)
    have h2 := pow_lt_pow_left₀ h1 (tanh_pos (mul_pos hc hy0)).le two_ne_zero
    rw [(hd y).deriv]
    nlinarith [mul_pos hc (sub_pos.2 h2)]
  have h0 : (0 : ℝ) ∈ Set.Ici (0 : ℝ) := Set.mem_Ici.2 le_rfl
  have hx0 : x ∈ Set.Ici (0 : ℝ) := Set.mem_Ici.2 hx.le
  have h := hm h0 hx0 hx
  simp only [mul_zero, Real.tanh_zero, sub_zero] at h
  linarith
```

## (e) A positive amplitude exists

For K > 1, find x > 0 with tanh(Kx) = x.

Write ℓ = log K > 0. Then sinh ℓ ≥ ℓ, and cosh ℓ = (K + 1/K)/2 < K because 1/K < 1 < K. At y₀ = ℓ/K,

tanh(Ky₀) = sinh ℓ / cosh ℓ > ℓ/K = y₀.

At y = 1, tanh K < 1. Also y₀ < tanh ℓ < 1, so the continuous function tanh(Ky) − y changes sign on [y₀, 1]. The intermediate value theorem gives a zero, which is positive because y₀ is.

```lean
/-- For `K > 1` the equation `tanh (K x) = x` has a positive solution. -/
theorem exists_amplitude {K : ℝ} (hK : 1 < K) : ∃ x, 0 < x ∧ Real.tanh (K * x) = x := by
  have hK0 : 0 < K := by linarith
  have hL := Real.log_pos hK
  have hs : Real.log K ≤ Real.sinh (Real.log K) := Real.self_le_sinh_iff.2 hL.le
  have hc : Real.cosh (Real.log K) < K := by
    rw [Real.cosh_eq, Real.exp_neg, Real.exp_log hK0]
    linarith [inv_lt_one_of_one_lt₀ hK]
  -- at `log K / K` the response exceeds the magnetisation, at `1` it is smaller
  have ha : Real.log K / K < Real.tanh (K * (Real.log K / K)) := by
    rw [show K * (Real.log K / K) = Real.log K by field_simp,
      Real.tanh_eq_sinh_div_cosh, div_lt_div_iff₀ hK0 (Real.cosh_pos _)]
    nlinarith [mul_lt_mul_of_pos_left hc hL, mul_le_mul_of_nonneg_right hs hK0.le]
  have h1 : ∀ y, Real.tanh y < 1 := fun y => by
    rw [Real.tanh_eq_sinh_div_cosh, div_lt_one (Real.cosh_pos y)]
    exact Real.sinh_lt_cosh y
  have hcont : Continuous Real.tanh :=
    continuous_iff_continuousAt.2 fun x => (hasDerivAt_tanh x).continuousAt
  have hf : Continuous fun x => Real.tanh (K * x) - x :=
    (hcont.comp (continuous_const.mul continuous_id)).sub continuous_id
  have hmem : (0 : ℝ) ∈ Set.Icc (Real.tanh (K * 1) - 1)
      (Real.tanh (K * (Real.log K / K)) - Real.log K / K) :=
    ⟨by linarith [h1 (K * 1)], by linarith⟩
  obtain ⟨x, hx, hfx⟩ := intermediate_value_Icc' (ha.trans (h1 _)).le hf.continuousOn hmem
  have hfx' : Real.tanh (K * x) - x = 0 := hfx
  exact ⟨x, (div_pos hL hK0).trans_le hx.1, by linarith⟩
```

## (f) Above and below the amplitude

Let K > 0, x > 0 and tanh(Kx) = x. For y > 0, show that tanh(Ky) > y if y < x, and tanh(Ky) < y if y > x.

If y < x, use (d) with c = y/x at the field Kx:

y = (y/x) tanh(Kx) < tanh(Ky).

If y > x, use c = x/y at the field Ky:

(x/y) tanh(Ky) < tanh(Kx) = x,

and multiply by y/x.

```lean
/-- For `y > 0`, the response `tanh (K y)` exceeds `y` below a positive self-consistent amplitude
`x` and falls short of `y` above it. -/
theorem response_compare {K x y : ℝ} (hK : 0 < K) (hx : 0 < x)
    (hfix : Real.tanh (K * x) = x) (hy : 0 < y) :
    (y < x → y < Real.tanh (K * y)) ∧ (x < y → Real.tanh (K * y) < y) := by
  constructor <;> intro hxy
  · have h := tanh_scale (div_pos hy hx) ((div_lt_one hx).2 hxy) (mul_pos hK hx)
    rwa [hfix, show y / x * (K * x) = K * y by field_simp,
      show y / x * x = y by field_simp] at h
  · have h := tanh_scale (div_pos hx hy) ((div_lt_one hy).2 hxy) (mul_pos hK hy)
    rw [show x / y * (K * y) = K * x by field_simp, hfix, div_mul_eq_mul_div,
      div_lt_iff₀ hy] at h
    exact lt_of_mul_lt_mul_left h hx.le
```

## (g) The amplitudes converge

With K and x as in (f), let u₀ > 0 and uₙ₊₁ = tanh(Kuₙ). Show that uₙ → x.

All uₙ are positive by (c). If u₀ ≤ x, monotonicity of tanh keeps every uₙ ≤ x, and (f) makes the sequence nondecreasing. It has a limit L ≥ u₀ > 0. If u₀ ≥ x, the sequence is nonincreasing and stays above x, so it has a limit L ≥ x > 0.

In either case continuity gives L = tanh(KL), and (f) excludes L < x and L > x. The code proves this last step once, as `key`, and uses it in both cases.

```lean
/-- A positive sequence of amplitudes obeying `u (n+1) = tanh (K u n)` tends to the
positive self-consistent amplitude `x`. -/
theorem amplitude_tendsto {K x : ℝ} (hK : 0 < K) (hx : 0 < x)
    (hfix : Real.tanh (K * x) = x) (u : ℕ → ℝ) (h0 : 0 < u 0)
    (hu : ∀ n, u (n + 1) = Real.tanh (K * u n)) : Tendsto u atTop (𝓝 x) := by
  have hpos : ∀ n, 0 < u n := fun n => by
    induction n with
    | zero => exact h0
    | succ n ih => rw [hu n]; exact tanh_pos (mul_pos hK ih)
  -- any positive limit is self-consistent, hence equal to `x`
  have key : ∀ L, 0 < L → Tendsto u atTop (𝓝 L) → L = x := fun L hL ht => by
    have h1 := (ht.comp (tendsto_add_atTop_nat 1)).congr fun n => hu n
    have h2 : Tendsto (fun n => Real.tanh (K * u n)) atTop (𝓝 (Real.tanh (K * L))) :=
      (hasDerivAt_tanh (K * L)).continuousAt.tendsto.comp (ht.const_mul K)
    have e := tendsto_nhds_unique h2 h1
    have hc := response_compare hK hx hfix hL
    rcases lt_trichotomy L x with h | h | h
    · linarith [hc.1 h]
    · exact h
    · linarith [hc.2 h]
  have hmono : ∀ a b, a ≤ b → Real.tanh (K * a) ≤ Real.tanh (K * b) := fun a b h =>
    tanh_strictMono.monotone (mul_le_mul_of_nonneg_left h hK.le)
  rcases le_total (u 0) x with h | h
  · have hb : ∀ n, u n ≤ x := fun n => by
      induction n with
      | zero => exact h
      | succ n ih => rw [hu n]; exact (hmono _ _ ih).trans hfix.le
    have hm : Monotone u := monotone_nat_of_le_succ fun n => by
      rcases (hb n).lt_or_eq with h | h
      · rw [hu n]; exact ((response_compare hK hx hfix (hpos n)).1 h).le
      · rw [hu n, h]; exact hfix.ge
    have ht := tendsto_atTop_ciSup hm ⟨x, by rintro _ ⟨n, rfl⟩; exact hb n⟩
    have e := key _ (h0.trans_le (hm.ge_of_tendsto ht 0)) ht
    rwa [e] at ht
  · have hb : ∀ n, x ≤ u n := fun n => by
      induction n with
      | zero => exact h
      | succ n ih => rw [hu n]; exact hfix.ge.trans (hmono _ _ ih)
    have hm : Antitone u := antitone_nat_of_succ_le fun n => by
      rcases (hb n).lt_or_eq with h | h
      · rw [hu n]; exact ((response_compare hK hx hfix (hpos n)).2 h).le
      · rw [hu n, ← h]; exact hfix.le
    have ht := tendsto_atTop_ciInf hm ⟨x, by rintro _ ⟨n, rfl⟩; exact hb n⟩
    have e := key _ (hx.trans_le (ge_of_tendsto' ht hb)) ht
    rwa [e] at ht
```

## (h) One update flips the sign

For K > 0 and m ≠ 0, show that the update reverses the sign of m and sends |m| to tanh(K|m|).

If m > 0, the new value is −tanh(Km) < 0. If m < 0, then −Km = K|m| > 0 and the new value is tanh(K|m|) > 0. Lean expresses opposite signs as a negative product.

```lean
/-- For `K > 0`, one antiferromagnetic update reverses the sign of a nonzero magnetisation and sends
its absolute value `|m|` to `tanh (K |m|)`. -/
theorem afStep_sign_abs {K m : ℝ} (hK : 0 < K) (hm : m ≠ 0) :
    m * afStep K m < 0 ∧ |afStep K m| = Real.tanh (K * |m|) := by
  rcases lt_or_gt_of_ne hm with h | h
  · have hp : 0 < Real.tanh (-(K * m)) := tanh_pos (by nlinarith [mul_pos hK (neg_pos.2 h)])
    refine ⟨mul_neg_of_neg_of_pos h hp, ?_⟩
    rw [afStep, abs_of_pos hp, abs_of_neg h, mul_neg]
  · have hp : 0 < Real.tanh (K * m) := tanh_pos (mul_pos hK h)
    rw [afStep, Real.tanh_neg, abs_neg, abs_of_pos hp, abs_of_pos h]
    exact ⟨by nlinarith [mul_pos h hp], rfl⟩
```

## (i) Oscillation without a limit

Prove the opening claim about the bare update, and show that it exchanges x and −x.

Part (e) supplies x, and (f) makes it unique. Zero is a fixed point; by (h), a nonzero one would have to equal a number of opposite sign, which is impossible. Since tanh is odd, x goes to −x and back.

Now take m₀ ≠ 0. By (h) no iterate vanishes, mₙmₙ₊₁ < 0, and |mₙ₊₁| = tanh(K|mₙ|). Part (g) gives |mₙ| → x. If mₙ → L, then mₙmₙ₊₁ → L² ≤ 0, so L = 0 and |mₙ| → 0, which contradicts x > 0.

In the statement, `(afStep K)^[n] m` is mₙ for the start m, and `¬ ∃ L, Tendsto …` says that no real number is its limit.

```lean
/-- For `K > 1` there is a unique positive solution `x` of `x = tanh (K x)`. The
antiferromagnetic update has `0` as its only fixed point and exchanges `x` and `-x`; from
every nonzero start the signs alternate, the absolute values tend to `x`, and the iterates
have no limit. -/
theorem antiferromagnetic_oscillation {K : ℝ} (hK : 1 < K) :
    ∃ x, 0 < x ∧ (∀ y, 0 < y → (y = Real.tanh (K * y) ↔ y = x)) ∧
      (∀ m, afStep K m = m ↔ m = 0) ∧ (afStep K x = -x ∧ afStep K (-x) = x) ∧
      ∀ m, m ≠ 0 →
        (∀ n, (afStep K)^[n] m * (afStep K)^[n + 1] m < 0) ∧
        Tendsto (fun n => |(afStep K)^[n] m|) atTop (𝓝 x) ∧
        ¬ ∃ L, Tendsto (fun n => (afStep K)^[n] m) atTop (𝓝 L) := by
  have hK0 : 0 < K := by linarith
  obtain ⟨x, hx, hfix⟩ := exists_amplitude hK
  refine ⟨x, hx, fun y hy => ⟨fun e => ?_, fun e => by rw [e, hfix]⟩,
    fun m => ⟨fun e => ?_, fun e => by simp [e, afStep]⟩, ⟨?_, ?_⟩, fun m hm => ?_⟩
  · have hc := response_compare hK0 hx hfix hy
    rcases lt_trichotomy y x with h | h | h
    · linarith [hc.1 h]
    · exact h
    · linarith [hc.2 h]
  · by_contra hm
    have h := (afStep_sign_abs hK0 hm).1
    rw [e] at h
    nlinarith [mul_self_nonneg m]
  · rw [afStep, Real.tanh_neg, hfix]
  · rw [afStep, mul_neg, neg_neg, hfix]
  · have hne : ∀ n, (afStep K)^[n] m ≠ 0 := fun n => by
      induction n with
      | zero => exact hm
      | succ n ih =>
        rw [Function.iterate_succ_apply']
        intro h
        have h' := (afStep_sign_abs hK0 ih).1
        rw [h, mul_zero] at h'
        exact lt_irrefl _ h'
    have hs : ∀ n, (afStep K)^[n] m * (afStep K)^[n + 1] m < 0 := fun n => by
      rw [Function.iterate_succ_apply']
      exact (afStep_sign_abs hK0 (hne n)).1
    have ht : Tendsto (fun n => |(afStep K)^[n] m|) atTop (𝓝 x) :=
      amplitude_tendsto hK0 hx hfix _ (abs_pos.2 (hne 0)) fun n => by
        rw [Function.iterate_succ_apply']
        exact (afStep_sign_abs hK0 (hne n)).2
    refine ⟨hs, ht, ?_⟩
    -- alternating signs force a limit to vanish, but the amplitude does not
    rintro ⟨L, hL⟩
    have hLL : L * L ≤ 0 :=
      le_of_tendsto' (hL.mul (hL.comp (tendsto_add_atTop_nat 1))) fun n => (hs n).le
    have hL0 : L = 0 := mul_self_eq_zero.1 (le_antisymm hLL (mul_self_nonneg L))
    have e := tendsto_nhds_unique hL.abs ht
    rw [hL0, abs_zero] at e
    exact hx.ne e
```

Suppose that the lattice splits into two sublattices A and B such that all neighbours of a site lie on the other sublattice. If each sublattice has its own uniform magnetisation, m_A or m_B, the mean-field equations are m_A = tanh(−Km_B) and m_B = tanh(−Km_A), and the pair (x, −x) solves them. From a nonzero start, the uniform iteration alternately approaches the two values that this staggered state holds side by side.

## (j) Linear mixing restores convergence

Let K > 0, a > 0 and a(1 + K) < 2. Show that iterating F gives mₙ → 0 from every start.

The condition keeps the slope of F at zero, 1 − a(1 + K), above −1. Since y − tanh y has derivative tanh² y ≥ 0, we have 0 ≤ tanh(Ky) ≤ Ky for y ≥ 0. Hence

(1 − a − aK)y ≤ F(y) ≤ (1 − a)y,

so |F(y)| ≤ qy with q = max(0, 1 − a, a(1 + K) − 1) < 1. As F is odd, |F(m)| ≤ q|m| for all m, and therefore |mₙ| ≤ qⁿ|m₀| → 0.

```lean
/-- For `K > 0`, linear mixing with `0 < a` and `a (1 + K) < 2` makes the antiferromagnetic
iteration converge to zero magnetisation from every start. -/
theorem mixing_tendsto_zero {a K : ℝ} (hK : 0 < K) (ha : 0 < a) (haK : a * (1 + K) < 2)
    (m : ℝ) : Tendsto (fun n => (mixedStep a K)^[n] m) atTop (𝓝 0) := by
  obtain ⟨q, h0, h1, h2, h3⟩ : ∃ q : ℝ, 0 ≤ q ∧ q < 1 ∧ 1 - a ≤ q ∧ a * (1 + K) - 1 ≤ q :=
    ⟨max 0 (max (1 - a) (a * (1 + K) - 1)), le_max_left _ _,
      max_lt one_pos (max_lt (by linarith) (by linarith)),
      (le_max_left _ _).trans (le_max_right _ _), (le_max_right _ _).trans (le_max_right _ _)⟩
  have hd : ∀ y, HasDerivAt (fun y => y - Real.tanh y) (1 - (1 - Real.tanh y ^ 2)) y :=
    fun y => (hasDerivAt_id' y).fun_sub (hasDerivAt_tanh y)
  have hmono : Monotone fun y => y - Real.tanh y :=
    monotone_of_deriv_nonneg (fun y => (hd y).differentiableAt) fun y => by
      rw [(hd y).deriv]; nlinarith [sq_nonneg (Real.tanh y)]
  -- one mixed step from `y ≥ 0` gives a magnetisation of absolute value at most `q * y`
  have hp : ∀ y, 0 ≤ y → |mixedStep a K y| ≤ q * y := fun y hy => by
    have hKy := mul_nonneg hK.le hy
    have hT0 := tanh_strictMono.monotone hKy
    have hT : 0 - Real.tanh 0 ≤ K * y - Real.tanh (K * y) := hmono hKy
    rw [Real.tanh_zero] at hT0 hT
    have hT' : Real.tanh (K * y) ≤ K * y := by linarith
    rw [mixedStep, afStep, Real.tanh_neg, abs_le]
    constructor <;> nlinarith [mul_le_mul_of_nonneg_right h2 hy,
      mul_le_mul_of_nonneg_right h3 hy, mul_nonneg ha.le hT0,
      mul_le_mul_of_nonneg_left hT' ha.le]
  have hall : ∀ y, |mixedStep a K y| ≤ q * |y| := fun y => by
    rcases le_total 0 y with h | h
    · rw [abs_of_nonneg h]; exact hp y h
    · have e : mixedStep a K (-y) = -mixedStep a K y := by
        simp only [mixedStep, afStep, mul_neg, Real.tanh_neg]
        ring
      have h' := hp (-y) (neg_nonneg.2 h)
      rw [e, abs_neg] at h'
      rwa [abs_of_nonpos h]
  have hb : ∀ n, ‖(mixedStep a K)^[n] m‖ ≤ q ^ n * |m| := fun n => by
    rw [Real.norm_eq_abs]
    induction n with
    | zero => simp
    | succ n ih =>
      rw [Function.iterate_succ_apply']
      calc _ ≤ q * |(mixedStep a K)^[n] m| := hall _
        _ ≤ q * (q ^ n * |m|) := mul_le_mul_of_nonneg_left ih h0
        _ = q ^ (n + 1) * |m| := by ring
  have hq := (tendsto_pow_atTop_nhds_zero_of_lt_one h0 h1).mul_const |m|
  rw [zero_mul] at hq
  exact squeeze_zero_norm hb hq

end

end AntiferromagneticMeanField
```

```lean
#print axioms AntiferromagneticMeanField.antiferromagnetic_oscillation
-- 'AntiferromagneticMeanField.antiferromagnetic_oscillation' depends on axioms: [propext, Classical.choice, Quot.sound]
#print axioms AntiferromagneticMeanField.mixing_tendsto_zero
-- 'AntiferromagneticMeanField.mixing_tendsto_zero' depends on axioms: [propext, Classical.choice, Quot.sound]
```

## The step in a self-consistency loop

In code the mixed update is one line:

m = (1 - a)*m + a*tanh(-K*m)

For K = 2, the choice a = 0.5 gives a(1 + K) = 1.5 and meets the condition. Without mixing, the residual |mₙ₊₁ − mₙ| tends to 2x from any nonzero start, so a convergence test should compare m itself and not |m|, which does settle. Mixing that meets the condition leads to the uniform solution m = 0, not to the staggered state (x, −x), whose amplitude x is the limit of |mₙ| in the bare iteration. Self-consistent-field loops in electronic structure can also oscillate, and linear mixing is one of the remedies; the bound on a given here belongs to this scalar map.
